# The missing Coulomb energy above a momentum cutoff Q falls as 1/Q³ for a continuous pair amplitude with a q⁻⁴ tail

The pair amplitude is treated here as a given real function t(q), the same at every cutoff, where q is the magnitude of the momentum transferred between two electrons. It is assumed to be continuous for q > 0 and to satisfy

q⁴ t(q) → c as q → ∞.

This tail is a hypothesis, not a consequence of a Schrödinger equation. It stands for the electron-electron cusp: at large q, first-order perturbation theory divides a Coulomb matrix element of order 1/q² by a kinetic energy of order q². The constant c carries the strength and sign of that short-range correlation.

For such a fixed, isotropic amplitude with continuous momentum, the result gives the leading basis-set error of a plane-wave correlation energy. It does not cover amplitudes that relax when the cutoff changes, or the discrete momentum sums of a finite periodic cell.

## The energy and its cutoff

```lean
import Mathlib

open Set Filter MeasureTheory Topology
open scoped Real

namespace CutoffExtrapolation

noncomputable section
```

This loads Mathlib and makes short names available, such as `π` and `Ioi Q`, the open half-line q > Q.

```lean
/-- The Coulomb kernel `4π/q²` in momentum space, for `q ≠ 0`. -/
def coulomb (q : ℝ) : ℝ := 4 * π / q ^ 2
```

In atomic units the Coulomb kernel is v(q) = 4π/q². The type `ℝ` says that q and the result are real numbers.

```lean
/-- The radial energy density `q² v(q) t(q)` of a pair amplitude `t`, for `q ≠ 0`. -/
def energyDensity (t : ℝ → ℝ) (q : ℝ) : ℝ := q ^ 2 * coulomb q * t q
```

The energy density is q² v(q) t(q), where q² is the radial volume factor. Angular and Fourier prefactors are left out; a constant prefactor would multiply every energy below. The argument `t : ℝ → ℝ` is the amplitude, of which only the values at q > 0 will matter.

```lean
/-- The missing energy: the contribution of all momenta above the cutoff `Q`. -/
def missingEnergy (t : ℝ → ℝ) (Q : ℝ) : ℝ := ∫ q in Ioi Q, energyDensity t q
```

The missing energy is

I(Q) = ∫_{q>Q} q² v(q) t(q) dq.

Lean assigns the value 0 to the integral of a non-integrable function, so convergence needs its own theorem.

```lean
/-- The energy computed with momenta up to the cutoff `Q`. -/
def truncatedEnergy (t : ℝ → ℝ) (Q : ℝ) : ℝ := ∫ q in Ioc 0 Q, energyDensity t q
```

This is the energy T(Q) that a calculation with cutoff Q retains. The set `Ioc 0 Q` is the interval 0 < q ≤ Q.

```lean
/-- The two-point inverse-cube extrapolation from the cutoffs `Q` and `s Q`, for `s ≠ 1`. -/
def extrapolatedEnergy (t : ℝ → ℝ) (s Q : ℝ) : ℝ :=
  (s ^ 3 * truncatedEnergy t (s * Q) - truncatedEnergy t Q) / (s ^ 3 - 1)
```

Two truncated energies, at Q and sQ, are combined into

X(Q) = (s³ T(sQ) − T(Q)) / (s³ − 1).

The last theorem shows why these weights are chosen.

## Convergence of the tail

```lean
/-- The Coulomb kernel cancels the volume factor `q²`. -/
theorem energyDensity_eq (t : ℝ → ℝ) {q : ℝ} (hq : 0 < q) :
    energyDensity t q = 4 * π * t q := by
  have h := hq.ne'
  unfold energyDensity coulomb
  field_simp
```

For q > 0 the volume factor cancels the kernel's denominator:

q² · (4π/q²) · t(q) = 4π t(q).

The hypothesis `hq` supplies q ≠ 0, and `field_simp` performs the cancellation.

```lean
/-- The tail of `1/q⁴` above `Q > 0` is integrable, with integral `1/(3Q³)`. -/
theorem quartic_tail {Q : ℝ} (hQ : 0 < Q) :
    IntegrableOn (fun q : ℝ => 1 / q ^ 4) (Ioi Q) ∧
      ∫ q in Ioi Q, 1 / q ^ 4 = 1 / (3 * Q ^ 3) := by
  have hpow : ∀ q ∈ Ioi Q, q ^ (-4 : ℝ) = 1 / q ^ 4 := by
    intro q hq
    rw [Real.rpow_neg (hQ.trans (mem_Ioi.mp hq)).le, Real.rpow_ofNat, one_div]
  constructor
  · exact (integrableOn_Ioi_rpow_of_lt (by norm_num : (-4 : ℝ) < -1) hQ).congr_fun
      hpow measurableSet_Ioi
  · calc ∫ q in Ioi Q, 1 / q ^ 4 = ∫ q in Ioi Q, q ^ (-4 : ℝ) :=
          setIntegral_congr_fun measurableSet_Ioi (fun q hq => (hpow q hq).symm)
      _ = 1 / (3 * Q ^ 3) := by
          rw [integral_Ioi_rpow_of_lt (by norm_num) hQ,
            show (-4 : ℝ) + 1 = -3 by norm_num, Real.rpow_neg hQ.le, Real.rpow_ofNat]
          ring
```

The reference integral is elementary. For Q > 0,

∫_{q>Q} q⁻⁴ dq = [−1/(3q³)] from Q to ∞ = 1/(3Q³).

The theorem states two facts joined by `∧`: the function is integrable, and its integral has this value. Mathlib knows the tail integral for real exponents, so the proof first rewrites 1/q⁴ as q to the real power −4.

```lean
/-- If `t` is continuous for `q > 0` and `|q⁴ t(q)| ≤ M` for all `q > Q`, where `Q > 0`, then the
energy density is integrable above `Q`. -/
theorem integrableOn_of_bound {t : ℝ → ℝ} {Q M : ℝ} (ht : ContinuousOn t (Ioi 0))
    (hQ : 0 < Q) (hM : ∀ q, Q < q → |q ^ 4 * t q| ≤ M) :
    IntegrableOn (energyDensity t) (Ioi Q) := by
  have hc : ContinuousOn (energyDensity t) (Ioi 0) :=
    (continuousOn_const.mul ht).congr (fun q hq => energyDensity_eq t hq)
  refine Integrable.mono' (Integrable.const_mul (quartic_tail hQ).1 (4 * π * M))
    ((hc.mono (Ioi_subset_Ioi hQ.le)).aestronglyMeasurable measurableSet_Ioi) ?_
  filter_upwards [ae_restrict_mem measurableSet_Ioi] with q hq
  have hq0 : 0 < q := hQ.trans (mem_Ioi.mp hq)
  have h4 : 0 < q ^ 4 := by positivity
  have hpi : 0 < 4 * π := by positivity
  have h := hM q hq
  rw [abs_mul, abs_of_pos h4] at h
  rw [energyDensity_eq t hq0, Real.norm_eq_abs, abs_mul, abs_of_pos hpi, mul_one_div,
    le_div_iff₀ h4]
  have h' := mul_le_mul_of_nonneg_left h hpi.le
  linarith
```

Suppose |q⁴ t(q)| ≤ M for all q > Q. Then

|4π t(q)| ≤ 4πM/q⁴,

and the right side is integrable by the previous theorem. This is the comparison test, called `Integrable.mono'` in Mathlib. It also requires the density to be measurable, which follows from continuity.

```lean
/-- If `t` is continuous for `q > 0` and `q⁴ t(q) → c`, the missing-energy integral converges for
every positive cutoff. -/
theorem missingEnergy_converges {t : ℝ → ℝ} {c Q : ℝ} (ht : ContinuousOn t (Ioi 0))
    (hlim : Tendsto (fun q => q ^ 4 * t q) atTop (𝓝 c)) (hQ : 0 < Q) :
    IntegrableOn (energyDensity t) (Ioi Q) := by
  have hc : ContinuousOn (energyDensity t) (Ioi 0) :=
    (continuousOn_const.mul ht).congr (fun q hq => energyDensity_eq t hq)
  obtain ⟨A, hA⟩ := eventually_atTop.mp
    (hlim.abs.eventually_le_const (by linarith : |c| < |c| + 1))
  -- a compact piece, and a tail on which the amplitude is bounded by a multiple of `1/q⁴`
  rw [← Ioc_union_Ioi_eq_Ioi (le_max_right A Q)]
  refine IntegrableOn.union ?_ ?_
  · have hI : ContinuousOn (energyDensity t) (Icc Q (max A Q)) :=
      hc.mono (fun q hq => hQ.trans_le hq.1)
    exact hI.integrableOn_Icc.mono_set Ioc_subset_Icc_self
  · exact integrableOn_of_bound ht (hQ.trans_le (le_max_right A Q))
      (fun q hq => hA q ((le_max_left A Q).trans hq.le))
```

The hypotheses now appear in their final form: `ContinuousOn t (Ioi 0)` is continuity for q > 0, and the `Tendsto` line is q⁴ t(q) → c.

By the limit, there is a momentum A beyond which |q⁴ t(q)| ≤ |c| + 1. Let B be the larger of A and Q, and split the range q > Q into Q < q ≤ B and q > B. On the first part the density is continuous up to both endpoints, hence integrable; if B = Q, this part is empty. On the second part the preceding bound applies. The integral therefore converges for every Q > 0.

## From an error bound to the inverse-cube law

```lean
/-- Error bound at a finite cutoff `Q > 0`, for `t` continuous on `q > 0`: if `q⁴ t(q)` is within
`ε` of `c` above `Q`, then `Q³ I(Q)` is within `4πε/3` of `4πc/3`. -/
theorem missingEnergy_error {t : ℝ → ℝ} {c Q ε : ℝ} (ht : ContinuousOn t (Ioi 0))
    (hQ : 0 < Q) (h : ∀ q, Q < q → |q ^ 4 * t q - c| ≤ ε) :
    |Q ^ 3 * missingEnergy t Q - 4 * π * c / 3| ≤ 4 * π * ε / 3 := by
  have hint : IntegrableOn (energyDensity t) (Ioi Q) := by
    refine integrableOn_of_bound (M := |c| + ε) ht hQ (fun q hq => ?_)
    have h1 := abs_add_le (q ^ 4 * t q - c) c
    rw [sub_add_cancel] at h1
    linarith [h q hq]
  have htail : IntegrableOn (fun q : ℝ => 4 * π * c * (1 / q ^ 4)) (Ioi Q) :=
    Integrable.const_mul (quartic_tail hQ).1 _
  have hbd : IntegrableOn (fun q : ℝ => 4 * π * ε * (1 / q ^ 4)) (Ioi Q) :=
    Integrable.const_mul (quartic_tail hQ).1 _
  -- compare the density with its asymptotic form `4πc/q⁴`
  have hpt : ∀ᵐ q ∂(volume.restrict (Ioi Q)),
      ‖energyDensity t q - 4 * π * c * (1 / q ^ 4)‖ ≤ 4 * π * ε * (1 / q ^ 4) := by
    filter_upwards [ae_restrict_mem measurableSet_Ioi] with q hq
    have hq0 : 0 < q := hQ.trans (mem_Ioi.mp hq)
    have hw : 0 < 4 * π * (1 / q ^ 4) := by positivity
    have e : energyDensity t q - 4 * π * c * (1 / q ^ 4)
        = 4 * π * (1 / q ^ 4) * (q ^ 4 * t q - c) := by
      rw [energyDensity_eq t hq0]
      field_simp
    rw [e, Real.norm_eq_abs, abs_mul, abs_of_pos hw]
    have h' := mul_le_mul_of_nonneg_left (h q hq) hw.le
    linarith
  have hn := norm_integral_le_of_norm_le hbd hpt
  rw [integral_sub hint htail, integral_const_mul, integral_const_mul,
    (quartic_tail hQ).2, Real.norm_eq_abs] at hn
  change |missingEnergy t Q - 4 * π * c * (1 / (3 * Q ^ 3))| ≤ _ at hn
  have h3 : 0 < Q ^ 3 := by positivity
  have e1 : Q ^ 3 * missingEnergy t Q - 4 * π * c / 3
      = Q ^ 3 * (missingEnergy t Q - 4 * π * c * (1 / (3 * Q ^ 3))) := by
    field_simp
  have e2 : 4 * π * ε / 3 = Q ^ 3 * (4 * π * ε * (1 / (3 * Q ^ 3))) := by
    field_simp
  rw [e1, e2, abs_mul, abs_of_pos h3]
  exact mul_le_mul_of_nonneg_left hn h3.le
```

This theorem contains the main estimate, and it holds at finite cutoff. Suppose |q⁴ t(q) − c| ≤ ε for all q > Q. Subtract the asymptotic density 4πc/q⁴ from the true one:

4π t(q) − 4πc/q⁴ = (4π/q⁴)(q⁴ t(q) − c).

The absolute value is at most 4πε/q⁴. Integrating over q > Q gives

|I(Q) − 4πc/(3Q³)| ≤ 4πε/(3Q³),

and multiplying by Q³ gives

|Q³ I(Q) − 4πc/3| ≤ 4πε/3.

In the proof, `hpt` is the pointwise bound, and `e1` and `e2` handle the final multiplication by Q³.

The proof turns on the Mathlib theorem `norm_integral_le_of_norm_le`. It takes an integrable function g and a proof that ‖f(q)‖ ≤ g(q) for almost every q, and returns ‖∫ f‖ ≤ ∫ g. Here f is the difference of the two densities and g is 4πε/q⁴. "Almost every" is written `∀ᵐ`, and restricting the measure to `Ioi Q` means that only momenta above the cutoff have to be checked. The next rewrite, `integral_sub`, turns the integral of the difference into a difference of integrals. That step needs both densities to be integrable, which is what `hint` and `htail` provide.

```lean
/-- If `t` is continuous for `q > 0` and `q⁴ t(q) → c`, the missing energy obeys the inverse-cube
law `Q³ I(Q) → 4πc/3`. -/
theorem missingEnergy_cube_law {t : ℝ → ℝ} {c : ℝ} (ht : ContinuousOn t (Ioi 0))
    (hlim : Tendsto (fun q => q ^ 4 * t q) atTop (𝓝 c)) :
    Tendsto (fun Q => Q ^ 3 * missingEnergy t Q) atTop (𝓝 (4 * π * c / 3)) := by
  rw [Metric.tendsto_atTop]
  intro ε hε
  obtain ⟨A, hA⟩ := Metric.tendsto_atTop.mp hlim (ε / (4 * π)) (by positivity)
  refine ⟨max A 1, fun Q hQ => ?_⟩
  have hQ0 : 0 < Q := one_pos.trans_le ((le_max_right A 1).trans hQ)
  have hb := missingEnergy_error (c := c) (ε := ε / (4 * π)) ht hQ0 (fun q hq => by
    have h := hA q (((le_max_left A 1).trans hQ).trans hq.le)
    rw [Real.dist_eq] at h
    exact h.le)
  have e : 4 * π * (ε / (4 * π)) / 3 = ε / 3 := by
    field_simp
  rw [e] at hb
  rw [Real.dist_eq]
  linarith
```

The limit follows by choosing the tolerance. Given ε > 0, pick A such that |q⁴ t(q) − c| < ε/(4π) for q ≥ A. For every Q at least as large as both A and 1, the error bound gives

|Q³ I(Q) − 4πc/3| ≤ ε/3 < ε.

The 1 only ensures that Q is positive. `Metric.tendsto_atTop` translates between Lean's `Tendsto` and this familiar ε-definition.

## The law in the cutoff energy

```lean
/-- For a pair amplitude that is continuous for `q > 0` and satisfies `q⁴ t(q) → c`, the missing
energy converges at every positive cutoff, `Q³ I(Q) → 4πc/3`, and `E^(3/2) I(√(2E)) →
4πc/(3·2^(3/2))` in the cutoff energy. -/
theorem basis_set_limit_law {t : ℝ → ℝ} {c : ℝ} (ht : ContinuousOn t (Ioi 0))
    (hlim : Tendsto (fun q => q ^ 4 * t q) atTop (𝓝 c)) :
    (∀ Q, 0 < Q → IntegrableOn (energyDensity t) (Ioi Q)) ∧
    Tendsto (fun Q => Q ^ 3 * missingEnergy t Q) atTop (𝓝 (4 * π * c / 3)) ∧
    Tendsto (fun E : ℝ => E ^ (3 / 2 : ℝ) * missingEnergy t (√(2 * E))) atTop
      (𝓝 (4 * π * c / (3 * 2 ^ (3 / 2 : ℝ)))) := by
  have h := missingEnergy_cube_law ht hlim
  refine ⟨fun Q hQ => missingEnergy_converges ht hlim hQ, h, ?_⟩
  have hs : Tendsto (fun E : ℝ => √(2 * E)) atTop atTop :=
    Real.tendsto_sqrt_atTop.comp (tendsto_id.const_mul_atTop two_pos)
  have h2 := (h.comp hs).div_const ((2 : ℝ) ^ (3 / 2 : ℝ))
  rw [div_div] at h2
  refine h2.congr' ?_
  filter_upwards [eventually_gt_atTop 0] with E hE
  -- the cube of the cutoff momentum in terms of the cutoff energy
  have hp : √(2 * E) ^ 3 = (2 : ℝ) ^ (3 / 2 : ℝ) * E ^ (3 / 2 : ℝ) := by
    rw [← Real.mul_rpow (by norm_num) hE.le, Real.sqrt_eq_rpow, ← Real.rpow_natCast,
      ← Real.rpow_mul (by positivity)]
    norm_num
  have h0 : (2 : ℝ) ^ (3 / 2 : ℝ) ≠ 0 := by positivity
  change √(2 * E) ^ 3 * missingEnergy t (√(2 * E)) / (2 : ℝ) ^ (3 / 2 : ℝ) = _
  rw [hp, mul_assoc, mul_div_cancel_left₀ _ h0]
```

The theorem collects three statements: convergence for every Q > 0, the inverse-cube law, and its form in the plane-wave cutoff energy E = Q²/2. For the third, set Q = √(2E), so that

Q³ = 2^(3/2) E^(3/2).

Dividing the inverse-cube law by 2^(3/2) gives

E^(3/2) I(√(2E)) → 4πc/(3 · 2^(3/2)).

In Lean, `hs` says that √(2E) → ∞ as E → ∞, and `h.comp hs` substitutes it into the law for Q. The identity for Q³ is `hp`. It is needed only for E > 0, and `congr'` permits this because a limit at infinity depends only on large E.

If c = 0, the limits are zero, and the missing energy decays faster than Q⁻³.

## Cancelling the leading error with two cutoffs

```lean
/-- If `t` is continuous for `q > 0`, `q⁴ t(q) → c`, and the energy density is integrable on `0 < q
≤ 1`, the error of the two-point extrapolation from cutoffs `Q` and `s Q`, `s > 1`, vanishes faster
than `1/Q³`. -/
theorem extrapolation_error {t : ℝ → ℝ} {c s : ℝ} (ht : ContinuousOn t (Ioi 0))
    (hlim : Tendsto (fun q => q ^ 4 * t q) atTop (𝓝 c))
    (h0 : IntegrableOn (energyDensity t) (Ioc 0 1)) (hs : 1 < s) :
    Tendsto (fun Q => Q ^ 3 * (extrapolatedEnergy t s Q - missingEnergy t 0))
      atTop (𝓝 0) := by
  have hint : IntegrableOn (energyDensity t) (Ioi 0) := by
    rw [← Ioc_union_Ioi_eq_Ioi (zero_le_one' ℝ)]
    exact h0.union (missingEnergy_converges ht hlim one_pos)
  -- truncated energy = full energy - missing energy
  have hsplit : ∀ Q : ℝ, 0 < Q →
      truncatedEnergy t Q = missingEnergy t 0 - missingEnergy t Q := by
    intro Q hQ
    have hu := setIntegral_union (Ioc_disjoint_Ioi (le_refl Q)) measurableSet_Ioi
      (hint.mono_set Ioc_subset_Ioi_self) (hint.mono_set (Ioi_subset_Ioi hQ.le))
    rw [Ioc_union_Ioi_eq_Ioi hQ.le] at hu
    unfold truncatedEnergy missingEnergy
    linarith
  have hs0 : 0 < s := one_pos.trans hs
  have hne : s ^ 3 - 1 ≠ 0 := (sub_pos.mpr (one_lt_pow₀ hs (by norm_num))).ne'
  have h := missingEnergy_cube_law ht hlim
  have hscale : Tendsto (fun Q : ℝ => s * Q) atTop atTop :=
    tendsto_id.const_mul_atTop hs0
  -- the leading terms at the two cutoffs cancel
  have h2 := (h.sub (h.comp hscale)).div_const (s ^ 3 - 1)
  rw [sub_self, zero_div] at h2
  refine h2.congr' ?_
  filter_upwards [eventually_gt_atTop 0] with Q hQ
  change (Q ^ 3 * missingEnergy t Q - (s * Q) ^ 3 * missingEnergy t (s * Q)) / (s ^ 3 - 1) = _
  rw [extrapolatedEnergy, hsplit Q hQ, hsplit (s * Q) (mul_pos hs0 hQ)]
  field_simp
  ring

end

end CutoffExtrapolation
```

The full energy is I(0), written `missingEnergy t 0`. For it to be finite, the density must also be integrable near q = 0. This is the extra hypothesis `h0`, which stands for a finite contribution from long-range correlation.

Splitting the full range at Q gives T(Q) = I(0) − I(Q), which is `hsplit`. Inserting this at both cutoffs yields

X(Q) − I(0) = (I(Q) − s³ I(sQ)) / (s³ − 1).

Multiply by Q³:

Q³ (X(Q) − I(0)) = (Q³ I(Q) − (sQ)³ I(sQ)) / (s³ − 1).

Both terms in the numerator tend to 4πc/3, so the right side tends to zero. The condition s > 1 keeps the denominator positive. In the proof, `h.sub (h.comp hscale)` forms the difference of the two limits, and the closing algebra identifies it with the extrapolation error.

The extrapolated energy thus has an error smaller than order Q⁻³. The theorem gives no rate beyond that, since the hypothesis does not say how fast q⁴ t(q) approaches c.

## Two cutoffs in a plane-wave calculation

The same formula can be tried in a plane-wave correlation calculation, but the theorem does not guarantee it there: a periodic cell has discrete momenta, and the amplitude may change with the cutoff. Suppose the truncated energy has been computed at two cutoff energies E₁ < E₂, for the same cell and k-points, and with enough empty orbitals to represent momentum transfers up to the larger cutoff. The relevant cutoff limits the momentum transfer q, and it need not equal the orbital cutoff. Since s = √(E₂/E₁), the weight is s³ = (E₂/E₁)^(3/2). Writing T₁ and T₂ for the two computed energies, the extrapolated value is

T₂ + (T₂ − T₁) / (s³ − 1).

Doubling the cutoff energy gives s³ ≈ 2.828, so the correction is about 0.547 (T₂ − T₁). A third cutoff provides a practical check: if the energies do not lie close to a straight line when plotted against E^(−3/2), the inverse-cube term alone does not describe the error at these cutoffs.

```lean
#print axioms CutoffExtrapolation.missingEnergy_converges
#print axioms CutoffExtrapolation.basis_set_limit_law
#print axioms CutoffExtrapolation.extrapolation_error
```

```
'CutoffExtrapolation.missingEnergy_converges' depends on axioms: [propext, Classical.choice, Quot.sound]
'CutoffExtrapolation.basis_set_limit_law' depends on axioms: [propext, Classical.choice, Quot.sound]
'CutoffExtrapolation.extrapolation_error' depends on axioms: [propext, Classical.choice, Quot.sound]
```
